# A matrix that attains the sum of absolute Hückel orbital energies and leaves room for a non-bonding orbital

In the Hückel model, where electrons do not interact, let a finite real symmetric matrix `A` give the orbital energies, measured from the non-bonding level at zero. `exists_sign_matrix` states that there is a real matrix `S` for which the trace of `A * S` is the sum of the absolute orbital energies, counted with multiplicity, and |a·Sa| + (u·a)² ≤ a·a for every real vector `a` and every `u` with `A *ᵥ u = 0` and u·u ≤ 1. The vector `a` need not be normalised; if it is nonzero, dividing by a·a bounds the sum of |a·Sa|/(a·a) and (u·a)²/(a·a) by one. The attempt diagonalises `A` and builds `S` from the same orbitals, with the signs of the energies as eigenvalues and zero on non-bonding levels. It then gets the inequality from the Cauchy–Schwarz inequality, since `u` has components on the zero levels only.

The first attempt, which Lean rejects:

```lean
import Mathlib

open Matrix

namespace ExistsSignMatrix

variable {m n : Type*} [Fintype m] [DecidableEq m] [Fintype n] [DecidableEq n]

/-- The sum of the absolute orbital energies of a real symmetric Hückel matrix, counted with
multiplicity. -/
noncomputable def energy {A : Matrix n n ℝ} (hA : A.IsHermitian) : ℝ :=
  ∑ i, |hA.eigenvalues i|

/-- A real symmetric Hückel matrix has an orthogonal matrix of molecular orbitals, stored as
columns. -/
theorem exists_orbitals {A : Matrix n n ℝ} (hA : A.IsHermitian) :
    ∃ Q : Matrix n n ℝ, Qᵀ * Q = 1 ∧ A * Q = Q * diagonal hA.eigenvalues := by
  refine ⟨(hA.eigenvectorUnitary : Matrix n n ℝ), ?_, ?_⟩
  · have h := Matrix.mem_unitaryGroup_iff'.mp hA.eigenvectorUnitary.2
    rwa [Matrix.star_eq_conjTranspose, conjTranspose_eq_transpose_of_trivial] at h
  · ext k i
    have h := congrFun (hA.mulVec_eigenvectorBasis i) k
    rw [Matrix.mul_diagonal]
    exact h.trans (mul_comm _ _)

/-- A symmetric fragment has a matrix `S` that attains its sum of absolute orbital energies and
whose quadratic form leaves room for the projection on any non-bonding orbital `u` of length at
most one. -/
theorem exists_sign_matrix {A : Matrix n n ℝ} (hA : A.IsHermitian) :
    ∃ S : Matrix n n ℝ, Matrix.trace (A * S) = energy hA ∧
      ∀ u : n → ℝ, A *ᵥ u = 0 → u ⬝ᵥ u ≤ 1 →
        ∀ a : n → ℝ, |a ⬝ᵥ S *ᵥ a| + (u ⬝ᵥ a) ^ 2 ≤ a ⬝ᵥ a := by
  obtain ⟨Q, hQ, hAQ⟩ := exists_orbitals hA
  have hQ' : Q * Qᵀ = 1 := mul_eq_one_comm.mp hQ
  unfold energy
  generalize hA.eigenvalues = l at hAQ ⊢
  -- the signs of the orbital energies, zero on non-bonding levels
  obtain ⟨s, hs, hs0, hs1⟩ : ∃ s : n → ℝ, (∀ i, l i * s i = |l i|) ∧
      (∀ i, l i = 0 → s i = 0) ∧ (∀ i, l i ≠ 0 → |s i| = 1) := by
    refine ⟨fun i => l i / |l i|, fun i => ?_, fun i h => by simp [h], fun i h => ?_⟩
    · by_cases h : l i = 0
      · simp [h]
      · change l i * (l i / |l i|) = |l i|
        rw [← mul_div_assoc, ← abs_mul_abs_self, mul_div_assoc,
          div_self (abs_ne_zero.mpr h), mul_one]
    · change |l i / |l i|| = 1
      rw [abs_div, abs_abs, div_self (abs_ne_zero.mpr h)]
  refine ⟨Q * diagonal s * Qᵀ, ?_, ?_⟩
  · calc Matrix.trace (A * (Q * diagonal s * Qᵀ))
        = Matrix.trace ((A * Q) * diagonal s * Qᵀ) := by simp only [Matrix.mul_assoc]
      _ = Matrix.trace (Qᵀ * (Q * diagonal l * diagonal s)) := by
          rw [hAQ, Matrix.trace_mul_comm]
      _ = Matrix.trace (diagonal l * diagonal s) := by
          rw [Matrix.mul_assoc, ← Matrix.mul_assoc Qᵀ, hQ, Matrix.one_mul]
      _ = ∑ i, |l i| := by
          rw [Matrix.diagonal_mul_diagonal, Matrix.trace_diagonal]
          exact Finset.sum_congr rfl fun i _ => hs i
  · intro u hu hu1 a
    have key : ∀ x y : n → ℝ, (Qᵀ *ᵥ x) ⬝ᵥ (Qᵀ *ᵥ y) = x ⬝ᵥ y := by
      intro x y
      rw [Matrix.dotProduct_mulVec, Matrix.vecMul_transpose, Matrix.mulVec_mulVec, hQ',
        Matrix.one_mulVec]
    have hAt : Aᵀ = A := (conjTranspose_eq_transpose_of_trivial A).symm.trans hA.eq
    have hcomm : diagonal l * Qᵀ = Qᵀ * A := by
      have h := congrArg Matrix.transpose hAQ
      rw [Matrix.transpose_mul, Matrix.transpose_mul, Matrix.diagonal_transpose, hAt] at h
      exact h.symm
    -- a non-bonding orbital has components on zero levels only
    have hz : diagonal l *ᵥ (Qᵀ *ᵥ u) = 0 := by
      rw [Matrix.mulVec_mulVec, hcomm, ← Matrix.mulVec_mulVec, hu, Matrix.mulVec_zero]
    have hd : ∀ i, l i * (Qᵀ *ᵥ u) i = 0 := fun i => by
      simpa only [Matrix.mulVec_diagonal, Pi.zero_apply] using congrFun hz i
    have hq : a ⬝ᵥ (Q * diagonal s * Qᵀ) *ᵥ a = ∑ i, s i * (Qᵀ *ᵥ a) i ^ 2 := by
      rw [← Matrix.mulVec_mulVec, ← Matrix.mulVec_mulVec, Matrix.dotProduct_mulVec,
        ← Matrix.mulVec_transpose]
      simp only [dotProduct, Matrix.mulVec_diagonal]
      exact Finset.sum_congr rfl fun i _ => by ring
    rw [hq, ← key u a, ← key a a]
    rw [← key u u] at hu1
    set c := Qᵀ *ᵥ a
    set d := Qᵀ *ᵥ u
    let p : n → ℝ := fun i => if l i = 0 then c i else 0
    have h1 : |∑ i, s i * c i ^ 2| ≤ ∑ i, |s i| * c i ^ 2 :=
      (Finset.abs_sum_le_sum_abs _ _).trans_eq (Finset.sum_congr rfl fun i _ => by
        rw [abs_mul, abs_of_nonneg (sq_nonneg (c i))])
    have h2 : d ⬝ᵥ c = ∑ i, d i * p i := by
      refine Finset.sum_congr rfl fun i _ => ?_
      by_cases h : l i = 0
      · rw [show p i = c i from if_pos h]
      · rw [(mul_eq_zero.mp (hd i)).resolve_left h, zero_mul, zero_mul]
    have h3 := Finset.sum_mul_sq_le_sq_mul_sq Finset.univ d p
    have h4 : ∑ i, |s i| * c i ^ 2 + ∑ i, p i ^ 2 = c ⬝ᵥ c := by
      rw [← Finset.sum_add_distrib]
      refine Finset.sum_congr rfl fun i _ => ?_
      by_cases h : l i = 0
      · rw [hs0 i h, show p i = c i from if_pos h, abs_zero]
        ring
      · rw [hs1 i h, show p i = 0 from if_neg h]
        ring
    have h5 : ∑ i, d i ^ 2 ≤ 1 := by
      simpa only [dotProduct, sq] using hu1
    have h6 := mul_le_mul_of_nonneg_right h5
      (Finset.sum_nonneg fun i (_ : i ∈ Finset.univ) => sq_nonneg (p i))
    rw [h2]
    linarith

end ExistsSignMatrix
```

The error:

```
Main.lean:46:26: error: unexpected token '='; expected term
Main.lean:46:21: error: Application type mismatch: The argument
  l i
has type
  ℝ
but is expected to have type
  Bool
in the application
  or (l i)
Main.lean:46:14: error(lean.synthInstanceFailed): failed to synthesize instance of type class
  HDiv ℝ Bool ?m.275

Hint: Type class instance resolution failures can be inspected with the `set_option trace.Meta.synthInstance true` command.
Main.lean:46:13: error(lean.synthInstanceFailed): failed to synthesize instance of type class
  AddGroup Prop

Hint: Type class instance resolution failures can be inspected with the `set_option trace.Meta.synthInstance true` command.
Main.lean:32:62: error: unsolved goals
n : Type u_2
inst✝¹ : Fintype n
inst✝ : DecidableEq n
A : Matrix n n ℝ
hA : A.IsHermitian
Q : Matrix n n ℝ
hQ : Qᵀ * Q = 1
hQ' : Q * Qᵀ = 1
l : n → ℝ
hAQ : A * Q = Q * diagonal l
s : n → ℝ
hs : ∀ (i : n), l i * s i = |l i|
hs0 : ∀ (i : n), l i = 0 → s i = 0
hs1 : ∀ (i : n), l i ≠ 0 → |s i| = 1
⊢ ∃ S,
    (A * S).trace = ∑ i, |l i| ∧
      ∀ (u : n → ℝ), A *ᵥ u = 0 → u ⬝ᵥ u ≤ 1 → ∀ (a : n → ℝ), |a ⬝ᵥ S *ᵥ a| + (u ⬝ᵥ a) ^ 2 ≤ a ⬝ᵥ a
```

As a diff, the version that Lean accepts:

```diff
@@ -44,5 +44,5 @@
         rw [← mul_div_assoc, ← abs_mul_abs_self, mul_div_assoc,
           div_self (abs_ne_zero.mpr h), mul_one]
-    · change |l i / |l i|| = 1
+    · change |(l i / |l i|)| = 1
       rw [abs_div, abs_abs, div_self (abs_ne_zero.mpr h)]
   refine ⟨Q * diagonal s * Qᵀ, ?_, ?_⟩
```

The fault is in notation, not in the mathematics. In `|l i / |l i|| = 1` the two closing bars stand together, and Lean reads `||` as the Boolean "or". That operator needs a term on its right, but `=` comes next, hence the first message.

The next three messages come from Lean's attempt to make sense of the broken term. "Or" wants a `Bool` where `l i` is real, the division becomes one of a real number by a `Bool`, and the outer absolute value, having lost its `= 1`, is asked to be a proposition, so Lean looks for `AddGroup Prop`.

The last message, "unsolved goals", is also a consequence. Parsing of the proof stopped at the error, so the steps after it were never read, and the main goal was left open with `s` and its properties already in hand.

The repair puts parentheses round the quotient, `|(l i / |l i|)| = 1`. The parenthesis now separates the two bars, so each closes its own absolute value, and Lean can read the rest of the proof.
